# Roots of the linearised secular equation of a Hermitian block matrix lie at or above its lowest eigenvalue

Let \(H\) be a finite Hermitian matrix with diagonal blocks \(A\), \(D\) and coupling \(B\), and let the real energy \(E_0\) not be an eigenvalue of \(D\). Eliminating the second block gives the energy-dependent secular matrix

\[
M(E)=A-E+B(E-D)^{-1}B^\dagger .
\]

If \(c\neq 0\) and \([M(E_0)+(x-E_0)M'(E_0)]\,c=0\), then \(x\) is the Rayleigh quotient of \(H\) at the vector \((c,\,(E_0-D)^{-1}B^\dagger c)\). A real root \(x\) therefore never falls below the lowest eigenvalue of \(H\).

The KKR equation of multiple-scattering theory also has a secular matrix that depends on energy, but it is built from scattering matrices and structure constants. Here \(M(E)\) comes from a finite one-particle matrix in an orthonormal basis. In that model, linearising \(M(E)\) about \(E_0\) replaces a nonlinear root search by a variational eigenvalue problem.

## The block Hamiltonian and its secular matrix

```lean
import Mathlib

open Matrix
open scoped ComplexOrder

namespace LinearisedSecularEquation

noncomputable section

variable {m n : Type*} [Fintype m] [DecidableEq m] [Fintype n] [DecidableEq n]
```

The types `m` and `n` are finite index sets: `m` labels the orbitals that are kept, `n` those that are eliminated. Their sizes are arbitrary.

```lean
/-- The full Hamiltonian with diagonal blocks `A`, `D` and coupling `B`. -/
def hamiltonian (A : Matrix m m ℂ) (B : Matrix m n ℂ) (D : Matrix n n ℂ) :
    Matrix (m ⊕ n) (m ⊕ n) ℂ := fromBlocks A B Bᴴ D
```

This is

\[
H=\begin{pmatrix}A&B\\ B^\dagger&D\end{pmatrix}.
\]

`Matrix m n ℂ` is the type of complex matrices with rows labelled by `m` and columns by `n`, `m ⊕ n` is the combined index set, and `ᴴ` is the conjugate transpose. The definition does not require \(A\) or \(D\) to be Hermitian; the theorems ask for that where they use it.

```lean
/-- The resolvent `(E - D)⁻¹`, for `E` not an eigenvalue of `D`. -/
def res (D : Matrix n n ℂ) (E : ℝ) : Matrix n n ℂ := ((E : ℂ) • 1 - D)⁻¹
```

Write \(G(E)=(E-D)^{-1}\) for this resolvent. The expression `(E : ℂ) • 1` is the real number \(E\), read as a complex number, times the unit matrix. Lean assigns a value to the inverse even when the matrix is singular, so the theorems carry the condition \(\det(E_0-D)\neq0\) explicitly. Physically, \(E_0\) must not be a level of the eliminated block taken in isolation.

```lean
/-- The secular matrix `M(E) = A - E + B (E - D)⁻¹ B*`, for `E` not an eigenvalue of `D`. -/
def secular (A : Matrix m m ℂ) (B : Matrix m n ℂ) (D : Matrix n n ℂ) (E : ℝ) :
    Matrix m m ℂ := A - (E : ℂ) • 1 + B * res D E * Bᴴ
```

The lower row of \(H(c,y)=E(c,y)\) reads \(B^\dagger c+Dy=Ey\), so \(y=G(E)B^\dagger c\). Inserting this in the upper row gives \(M(E)c=0\).

```lean
/-- The linearised secular matrix `M(E₀) + (x - E₀) M'(E₀)`, with the derivative taken entry
by entry, for `E₀` not an eigenvalue of `D`. -/
def linearised (A : Matrix m m ℂ) (B : Matrix m n ℂ) (D : Matrix n n ℂ) (E₀ : ℝ) (x : ℂ) :
    Matrix m m ℂ :=
  secular A B D E₀ + (x - E₀) • Matrix.of fun i j => deriv (fun E : ℝ => secular A B D E i j) E₀
```

This is \(M(E_0)+(x-E_0)M'(E_0)\). The derivative is not put in by formula: `deriv` differentiates each matrix entry with respect to the real energy. The unknown \(x\) may be complex.

## Trial vectors, Rayleigh quotients and levels

```lean
/-- The trial vector `(c, (E₀ - D)⁻¹ B* c)`, for `E₀` not an eigenvalue of `D`. -/
def trial (B : Matrix m n ℂ) (D : Matrix n n ℂ) (E₀ : ℝ) (c : m → ℂ) : m ⊕ n → ℂ :=
  Sum.elim c (res D E₀ *ᵥ (Bᴴ *ᵥ c))
```

For each \(c\), the trial vector is \(\psi_c=(c,\,y_c)\) with \(y_c=G(E_0)B^\dagger c\). Its lower part is the response of the eliminated orbitals, frozen at energy \(E_0\). `Sum.elim` stacks the two parts, and `*ᵥ` is a matrix acting on a vector.

```lean
/-- The Rayleigh quotient `⟨ψ, H ψ⟩ / ⟨ψ, ψ⟩`, for `ψ ≠ 0`. -/
def rayleigh (H : Matrix n n ℂ) (ψ : n → ℂ) : ℂ := (star ψ ⬝ᵥ H *ᵥ ψ) / (star ψ ⬝ᵥ ψ)
```

The product `⬝ᵥ` does not conjugate, so `star` on the left factor makes it the usual inner product. The quotient is \(\langle\psi,H\psi\rangle/\langle\psi,\psi\rangle\), and \(\psi\) need not be normalised. In this definition, and in `IsLevel` and `exists_level_le` below, `n` stands for any finite index set; for the full Hamiltonian it is `m ⊕ n`.

```lean
/-- The real number `μ` is an eigenvalue of `H`. -/
def IsLevel (H : Matrix n n ℂ) (μ : ℝ) : Prop := ∃ v : n → ℂ, v ≠ 0 ∧ H *ᵥ v = (μ : ℂ) • v
```

A level is a real \(\mu\) with \(Hv=\mu v\) for some nonzero \(v\).

## The derivative of the secular matrix

```lean
variable {A : Matrix m m ℂ} {B : Matrix m n ℂ} {D : Matrix n n ℂ} {E₀ : ℝ}

/-- The resolvent identity for two energies that are not eigenvalues of `D`. -/
theorem resolvent_identity {E : ℝ} (hE : ((E : ℂ) • 1 - D).det ≠ 0)
    (h₀ : ((E₀ : ℂ) • 1 - D).det ≠ 0) :
    res D E - res D E₀ = ((E₀ : ℂ) - E) • (res D E * res D E₀) := by
  have h1 : res D E * ((E : ℂ) • 1 - D) = 1 := nonsing_inv_mul _ (isUnit_iff_ne_zero.2 hE)
  have h2 : ((E₀ : ℂ) • 1 - D) * res D E₀ = 1 := mul_nonsing_inv _ (isUnit_iff_ne_zero.2 h₀)
  have h3 : ((E₀ : ℂ) • 1 - D) - ((E : ℂ) • 1 - D) = ((E₀ : ℂ) - E) • 1 := by module
  calc res D E - res D E₀
      = res D E * (((E₀ : ℂ) • 1 - D) * res D E₀)
        - (res D E * ((E : ℂ) • 1 - D)) * res D E₀ := by rw [h1, h2, mul_one, one_mul]
    _ = res D E * (((E₀ : ℂ) • 1 - D) - ((E : ℂ) • 1 - D)) * res D E₀ := by
        simp only [mul_sub, sub_mul, mul_assoc]
    _ = _ := by rw [h3, Matrix.mul_smul, Matrix.smul_mul, Matrix.mul_one]
```

The theorem states that \(G(E)-G(E_0)=(E_0-E)\,G(E)G(E_0)\) when neither energy is an eigenvalue of \(D\). Insert unit matrices on both sides:

\[
G(E)-G(E_0)=G(E)\big[(E_0-D)-(E-D)\big]G(E_0),
\]

and the bracket is \(E_0-E\). In the code, `h1` and `h2` say that the inverses are inverses, `h3` evaluates the bracket, and the `calc` block is the chain of equalities.

```lean
omit [Fintype m] in
/-- If `E₀` is not an eigenvalue of `D`, the secular matrix has the entrywise derivative
`-(1 + B (E₀ - D)⁻² B*)` there. -/
theorem secular_hasDerivAt (h₀ : ((E₀ : ℂ) • 1 - D).det ≠ 0) (i j : m) :
    HasDerivAt (fun E : ℝ => secular A B D E i j)
      ((-(1 + B * (res D E₀ * res D E₀) * Bᴴ) : Matrix m m ℂ) i j) E₀ := by
  have hcont : Continuous fun E : ℝ => (E : ℂ) • (1 : Matrix n n ℂ) - D :=
    (Complex.continuous_ofReal.smul continuous_const).sub continuous_const
  have hdet := hcont.matrix_det.continuousAt (x := E₀)
  -- the resolvent is continuous at E₀
  have hres : ContinuousAt (fun E : ℝ => res D E) E₀ := by
    have h := (hdet.inv₀ h₀).smul hcont.matrix_adjugate.continuousAt
    refine h.congr (Filter.Eventually.of_forall fun E => ?_)
    simp [res, Matrix.inv_def]
  have hg : Continuous fun X : Matrix n n ℂ =>
      (-(1 + B * (X * res D E₀) * Bᴴ) : Matrix m m ℂ) i j :=
    (continuous_const.add ((continuous_const.matrix_mul
      (continuous_id.matrix_mul continuous_const)).matrix_mul
        continuous_const)).neg.matrix_elem i j
  rw [hasDerivAt_iff_tendsto_slope]
  refine (((hg.tendsto (res D E₀)).comp hres.tendsto).mono_left nhdsWithin_le_nhds).congr' ?_
  filter_upwards [self_mem_nhdsWithin, nhdsWithin_le_nhds (hdet.eventually_ne h₀)] with E hne hE
  -- the difference quotient follows from the resolvent identity
  have hr : B * res D E * Bᴴ - B * res D E₀ * Bᴴ
      = ((E₀ : ℂ) - E) • (B * (res D E * res D E₀) * Bᴴ) := by
    rw [← Matrix.sub_mul, ← Matrix.mul_sub, resolvent_identity hE h₀, Matrix.mul_smul,
      Matrix.smul_mul]
  have key : secular A B D E - secular A B D E₀
      = ((E : ℂ) - E₀) • (-(1 + B * (res D E * res D E₀) * Bᴴ)) := by
    unfold secular
    linear_combination (norm := module) hr
  have kij := congrFun (congrFun key i) j
  simp only [Matrix.sub_apply, Matrix.smul_apply, smul_eq_mul] at kij
  have hc : (E : ℂ) - E₀ ≠ 0 := sub_ne_zero.2 (Complex.ofReal_injective.ne hne)
  rw [slope_def_module]
  simp only [Function.comp_apply]
  rw [kij, Complex.real_smul, Complex.ofReal_inv, Complex.ofReal_sub, inv_mul_cancel_left₀ hc]
```

The result is

\[
M'(E_0)=-\big(1+B\,G(E_0)^2B^\dagger\big),
\]

entry by entry. The resolvent identity gives, for \(E\) near \(E_0\),

\[
M(E)-M(E_0)=-(E-E_0)\big[1+B\,G(E)G(E_0)B^\dagger\big].
\]

Divide by \(E-E_0\) and let \(E\to E_0\). The limit exists because \(G\) is continuous at \(E_0\).

The step `hres` proves this continuity by writing the inverse as the adjugate divided by the determinant, which is nonzero at \(E_0\). The `filter_upwards` line restricts attention to energies \(E\neq E_0\) so close to \(E_0\) that \(\det(E-D)\neq0\). There `key` is the displayed difference, and the last lines cancel the factor \(E-E_0\).

## Linearisation as a projection

```lean
/-- For Hermitian `D` and `E₀` not an eigenvalue of `D`, the matrix elements of `H - x` between
trial vectors are those of the linearised secular matrix. -/
theorem linearisation_is_projection (hD : D.IsHermitian)
    (h₀ : ((E₀ : ℂ) • 1 - D).det ≠ 0) (x : ℂ) (b c : m → ℂ) :
    star (trial B D E₀ b) ⬝ᵥ (hamiltonian A B D *ᵥ trial B D E₀ c - x • trial B D E₀ c)
      = star b ⬝ᵥ (linearised A B D E₀ x *ᵥ c) := by
  have hX : ((E₀ : ℂ) • 1 - D) * res D E₀ = 1 := mul_nonsing_inv _ (isUnit_iff_ne_zero.2 h₀)
  have hG : (res D E₀)ᴴ = res D E₀ := by
    rw [res, conjTranspose_nonsing_inv, conjTranspose_sub, conjTranspose_smul,
      conjTranspose_one, hD.eq]
    simp
  -- the lower block of the Schrödinger equation holds at energy E₀
  have hlow : Bᴴ *ᵥ c + D *ᵥ (res D E₀ *ᵥ (Bᴴ *ᵥ c))
      = (E₀ : ℂ) • (res D E₀ *ᵥ (Bᴴ *ᵥ c)) := by
    have h := congrArg (fun X => X *ᵥ (Bᴴ *ᵥ c)) hX
    simp only [← Matrix.mulVec_mulVec, Matrix.sub_mulVec, Matrix.smul_mulVec,
      Matrix.one_mulVec] at h
    exact (sub_eq_iff_eq_add.1 h).symm
  have hact : hamiltonian A B D *ᵥ trial B D E₀ c - x • trial B D E₀ c
      = Sum.elim (A *ᵥ c + B *ᵥ (res D E₀ *ᵥ (Bᴴ *ᵥ c)) - x • c)
          (((E₀ : ℂ) - x) • (res D E₀ *ᵥ (Bᴴ *ᵥ c))) := by
    rw [hamiltonian, trial, fromBlocks_mulVec, Sum.elim_comp_inl, Sum.elim_comp_inr, hlow]
    ext k
    rcases k with i | i <;> simp [sub_mul]
  have hdot (u : m → ℂ) (v : n → ℂ) : star (trial B D E₀ b) ⬝ᵥ Sum.elim u v
      = star b ⬝ᵥ u + star (res D E₀ *ᵥ (Bᴴ *ᵥ b)) ⬝ᵥ v := by
    simp [trial, dotProduct, Fintype.sum_sum_type]
  have hM : (Matrix.of fun i j => deriv (fun E : ℝ => secular A B D E i j) E₀)
      = -(1 + B * (res D E₀ * res D E₀) * Bᴴ) := by
    ext i j
    exact (secular_hasDerivAt h₀ i j).deriv
  rw [hact, hdot, Matrix.star_mulVec, Matrix.star_mulVec, hG, conjTranspose_conjTranspose,
    Matrix.vecMul_vecMul, ← Matrix.dotProduct_mulVec, ← dotProduct_add]
  congr 1
  rw [linearised, hM, secular]
  simp only [Matrix.add_mulVec, Matrix.sub_mulVec, Matrix.neg_mulVec, Matrix.smul_mulVec,
    Matrix.one_mulVec, Matrix.mulVec_smul, Matrix.mulVec_mulVec, Matrix.mul_assoc]
  module
```

For all \(b\), \(c\) and every complex \(x\),

\[
\langle\psi_b,(H-x)\psi_c\rangle=\langle b,\,[M(E_0)+(x-E_0)M'(E_0)]\,c\rangle .
\]

The hypotheses are that \(D\) is Hermitian and that \(E_0\) is not one of its eigenvalues; \(A\) may be any square matrix.

Abbreviate \(G=G(E_0)\). Since \((E_0-D)y_c=B^\dagger c\), we have \(B^\dagger c+Dy_c=E_0y_c\), and so

\[
(H-x)\psi_c=\begin{pmatrix}(A-x+BGB^\dagger)c\\ (E_0-x)\,y_c\end{pmatrix}.
\]

Because \(D\) is Hermitian and \(E_0\) is real, \(G^\dagger=G\), which gives \(\langle y_b,y_c\rangle=\langle b,BG^2B^\dagger c\rangle\). The matrix element is therefore

\[
\langle b,\,[A-x+BGB^\dagger+(E_0-x)BG^2B^\dagger]\,c\rangle .
\]

On the other side,

\[
M(E_0)+(x-E_0)M'(E_0)=A-E_0+BGB^\dagger-(x-E_0)(1+BG^2B^\dagger),
\]

which is the same matrix.

In the code, `hG` is \(G^\dagger=G\), `hlow` is the lower row at energy \(E_0\), `hact` is the column displayed above, `hdot` splits the inner product into its two blocks, and `hM` inserts the derivative. The closing `module` compares the two expressions term by term.

The same algebra shows that \(-M'(E_0)\) is the overlap matrix of the trial vectors. The linearised equation is thus the Rayleigh–Ritz problem for \(H\) in the space of the \(\psi_c\).

## A root is an expectation value

```lean
/-- For Hermitian `D` and `E₀` not an eigenvalue of `D`, a root `x` of the linearised secular
equation with nonzero solution `c` is the Rayleigh quotient of `H` at `(c, (E₀ - D)⁻¹ B* c)`. -/
theorem root_eq_rayleigh (hD : D.IsHermitian) (h₀ : ((E₀ : ℂ) • 1 - D).det ≠ 0)
    {x : ℂ} {c : m → ℂ} (hc : c ≠ 0) (hx : linearised A B D E₀ x *ᵥ c = 0) :
    x = rayleigh (hamiltonian A B D) (trial B D E₀ c) := by
  have hψ : trial B D E₀ c ≠ 0 := fun h => hc (funext fun i => congrFun h (Sum.inl i))
  have h := linearisation_is_projection (A := A) (B := B) hD h₀ x c c
  rw [hx, dotProduct_zero, dotProduct_sub, dotProduct_smul, smul_eq_mul, sub_eq_zero] at h
  rw [rayleigh, eq_div_iff fun h' => hψ (dotProduct_star_self_eq_zero.1 h')]
  exact h.symm
```

The hypothesis `hx` says that \(c\) solves the linearised equation at \(x\), and `hc` that \(c\neq0\). Set \(b=c\) in the projection identity. Its right-hand side vanishes, so

\[
\langle\psi_c,H\psi_c\rangle=x\,\langle\psi_c,\psi_c\rangle .
\]

The upper part of \(\psi_c\) is \(c\) itself, so \(\psi_c\neq0\) (`hψ`) and we may divide by its squared norm. This yields

\[
x=\frac{\langle\psi_c,H\psi_c\rangle}{\langle\psi_c,\psi_c\rangle}.
\]

## No root below the lowest level

```lean
/-- If `H` is Hermitian and `H - x` has zero expectation value in a nonzero state, for real `x`,
then `H` has an eigenvalue at or below `x`. -/
theorem exists_level_le {H : Matrix n n ℂ} (hH : H.IsHermitian) {ψ : n → ℂ} (hψ : ψ ≠ 0)
    {x : ℝ} (h0 : star ψ ⬝ᵥ (H *ᵥ ψ - (x : ℂ) • ψ) = 0) : ∃ μ ≤ x, IsLevel H μ := by
  by_contra hno
  have hK : (H - (x : ℂ) • (1 : Matrix n n ℂ)).IsHermitian := by
    rw [Matrix.IsHermitian, conjTranspose_sub, conjTranspose_smul, conjTranspose_one, hH.eq]
    simp
  -- otherwise H - x would be positive definite
  have hpos := hK.posDef_iff_eigenvalues_pos.2 fun j => by
    by_contra hj
    refine hno ⟨hK.eigenvalues j + x, by linarith [not_lt.1 hj],
      (hK.eigenvectorBasis j).ofLp, ?_, ?_⟩
    · intro h
      exact hK.eigenvectorBasis.orthonormal.ne_zero j (by ext i; exact congrFun h i)
    · have h := hK.mulVec_eigenvectorBasis j
      rw [Matrix.sub_mulVec, Matrix.smul_mulVec, Matrix.one_mulVec, sub_eq_iff_eq_add] at h
      refine h.trans ?_
      ext i
      simp [add_mul]
  have h := hpos.dotProduct_mulVec_pos hψ
  rw [Matrix.sub_mulVec, Matrix.smul_mulVec, Matrix.one_mulVec, h0] at h
  exact lt_irrefl _ h
```

This is the variational principle for a general Hermitian matrix \(H\): if \(\langle\psi,(H-x)\psi\rangle=0\) for a nonzero \(\psi\) and a real \(x\), then some eigenvalue satisfies \(\mu\le x\).

Suppose there were none. Then every eigenvalue of \(H-x\) would be positive, \(H-x\) would be positive definite, and its expectation value in \(\psi\) would be strictly positive instead of zero.

The proof opens with this supposition, `by_contra hno`. The step `hK` shows that \(H-x\) is Hermitian, and `hpos` that it is positive definite. For the latter, an eigenvalue \(\lambda\le0\) of \(H-x\) would give the eigenvalue \(\lambda+x\le x\) of \(H\), with the same eigenvector, against the supposition. The last lines arrive at \(0<0\).

```lean
/-- For Hermitian `A` and `D` and `E₀` not an eigenvalue of `D`, a real root of the linearised
secular equation never falls below the lowest eigenvalue of `H`. -/
theorem root_ge_lowest_level (hA : A.IsHermitian) (hD : D.IsHermitian)
    (h₀ : ((E₀ : ℂ) • 1 - D).det ≠ 0) {x : ℝ} {c : m → ℂ} (hc : c ≠ 0)
    (hx : linearised A B D E₀ x *ᵥ c = 0) : ∃ μ ≤ x, IsLevel (hamiltonian A B D) μ := by
  have hψ : trial B D E₀ c ≠ 0 := fun h => hc (funext fun i => congrFun h (Sum.inl i))
  have h := linearisation_is_projection (A := A) (B := B) hD h₀ x c c
  rw [hx, dotProduct_zero] at h
  exact exists_level_le (Matrix.IsHermitian.fromBlocks hA rfl hD) hψ h

end

end LinearisedSecularEquation
```

Now \(A\) and \(D\) are both Hermitian, which makes \(H\) Hermitian, and \(x\) is real. The conclusion `∃ μ ≤ x, IsLevel (hamiltonian A B D) μ` says that \(H\) has an eigenvalue at or below \(x\), so its lowest eigenvalue is at or below \(x\) too. The proof takes the projection identity with \(b=c\), which makes the expectation value of \(H-x\) in \(\psi_c\) vanish, and passes it to `exists_level_le`.

Restricting \(x\) to real values loses no roots, since a Rayleigh quotient of a Hermitian matrix is real; that short argument is left to the reader and does not appear in the code. The bound says nothing about how close a root lies to an exact level, which depends on the choice of \(E_0\).

```lean
#print axioms LinearisedSecularEquation.root_eq_rayleigh
#print axioms LinearisedSecularEquation.root_ge_lowest_level
```

```
'LinearisedSecularEquation.root_eq_rayleigh' depends on axioms: [propext, Classical.choice, Quot.sound]
'LinearisedSecularEquation.root_ge_lowest_level' depends on axioms: [propext, Classical.choice, Quot.sound]
```
